# The grand-canonical two-particle density matrix of finitely many independent fermion modes is an antisymmetrised product

Electrons that do not interact with each other occupy a finite set of one-particle levels, counted separately for each spin, in contact with a heat bath and a particle reservoir. Their mean occupations are known, but the expectation value of a pair interaction needs joint information about two particles. How much more must be computed?

Nothing more. Let a_i, with i = 0, …, n−1, be annihilation matrices of nonzero size d × d, with adjoints a_i†, satisfying

a_i a_j + a_j a_i = 0,  a_i a_j† + a_j† a_i = δ_ij.

Let n_i = a_i† a_i, and give each mode a real weight x_i ≥ 0. Define

ρ = ∏_i (1 + (x_i − 1) n_i),  w(y) = tr(ρ y)/tr(ρ).

The number x_i is the statistical weight of the filled mode relative to the empty one. For level energy ε_i, chemical potential μ and inverse temperature β it is exp(−β(ε_i − μ)). Since n_i has only the eigenvalues 0 and 1, ρ is then exp(−β ∑_i (ε_i − μ) n_i), the grand-canonical density matrix before normalisation. The claim is

w(a_i† a_k) = g(i,k), where g is diagonal with g(i,i) = x_i/(1 + x_i),

D(ij,kl) = w(a_i† a_j† a_l a_k) = g(i,k) g(j,l) − g(i,l) g(j,k).

In finite-temperature Hartree–Fock theory, where the density matrix has this product form in the orbital basis, the two terms give the direct and exchange energies.

## Carrying a creation operator around the trace

The adjoint of the first relation says that creation operators anticommute, so (a_i†)² = 0. Hence

n_i a_i† = a_i†(1 − a_i† a_i) = a_i†,  a_i† n_i = 0.

For k ≠ i, two sign changes cancel:

n_k a_i† = −a_k† a_i† a_k = a_i† n_k.

So a_i† picks up x_i from the factor of its own mode and commutes with all others:

ρ a_i† = x_i a_i† ρ.

The normalisation must be nonzero. Let ρ' be a product of factors without mode k. It commutes with a_k†, so cyclicity of the trace gives

tr(a_k† a_k ρ') = tr(a_k ρ' a_k†) = tr(a_k a_k† ρ').

The two outer traces add up to tr(ρ'), so each is half of it. Including mode k therefore multiplies the trace by 1 + (x_k − 1)/2 = (1 + x_k)/2, and

tr(ρ) = d ∏_i (1 + x_i)/2 > 0.

Cyclicity also gives, for every matrix B, the exchange rule

w(a_i† B) = x_i w(B a_i†).

With B = a_k this reads

w(a_i† a_k) = x_i (δ_ik − w(a_i† a_k)),

and solving for w(a_i† a_k) gives g(i,k).

With B = a_j† a_l a_k, move a_i† back to the left:

a_j† a_l a_k a_i†
 = δ_ik a_j† a_l − a_j† a_l a_i† a_k
 = δ_ik a_j† a_l − δ_il a_j† a_k + a_j† a_i† a_l a_k
 = δ_ik a_j† a_l − δ_il a_j† a_k − a_i† a_j† a_l a_k.

Taking expectation values, multiplying by x_i and collecting D on the left,

(1 + x_i) D(ij,kl) = x_i δ_ik g(j,l) − x_i δ_il g(j,k).

Division by 1 + x_i turns x_i δ_ik into g(i,k) and x_i δ_il into g(i,l), which is the claim.

## A single mode, zero temperature, and a missing sign

For one mode the formula gives D(00,00) = g(0,0)² − g(0,0)² = 0, which is the Pauli principle. If every x_i tends to 0 or to infinity, as at zero temperature with no level at μ, the diagonal of g tends to zeros and ones and D becomes the two-matrix of a single Slater determinant.

The anticommutation between different modes matters. Take two modes whose operators commute with each other, as do the lowering operators of two distinct spin-1/2 systems (those of spin-up and spin-down electrons anticommute), and set x_0 = x_1 = 1. Then ρ = 1 and d = 4, and

w(a_0† a_1† a_0 a_1) = w(n_0 n_1) = 1/4,

whereas the formula with i = 0, j = 1, k = 1, l = 0 gives −1/4.

## Modes, weights and expectation values in Lean

The modes are labelled by `Fin n`, and the matrices are complex with rows and columns labelled by a finite type `m`, so d is the number of elements of `m`.

```lean
import Mathlib

open scoped Matrix

namespace ThermalWick

noncomputable section

variable {n : ℕ} {m : Type*} [Fintype m] [DecidableEq m]
```

`IsCAR a` states the two relations, with the conjugate transpose `ᴴ` as the dagger. It does not require d = 2^n, so a Fock space with additional degeneracy is allowed.

```lean
/-- The canonical anticommutation relations for annihilation matrices `a i`, whose conjugate
transposes are the creation matrices. -/
structure IsCAR (a : Fin n → Matrix m m ℂ) : Prop where
  anti : ∀ i j, a i * a j + a j * a i = 0
  mixed : ∀ i j, a i * (a j)ᴴ + (a j)ᴴ * a i = if i = j then 1 else 0
```

The density matrix is built from one factor per mode.

```lean
/-- The factor `1 + (x_i - 1) n_i` of mode `i`, where `n_i` is the number operator. -/
def modeFactor (a : Fin n → Matrix m m ℂ) (x : Fin n → ℝ) (i : Fin n) : Matrix m m ℂ :=
  1 + ((x i : ℂ) - 1) • ((a i)ᴴ * a i)
```

The product is taken over a list, in list order, which lets the proofs add one mode at a time.

```lean
/-- The unnormalised density matrix of a list of modes: the product of their mode factors. -/
def weight (a : Fin n → Matrix m m ℂ) (x : Fin n → ℝ) (l : List (Fin n)) : Matrix m m ℂ :=
  (l.map (modeFactor a x)).prod
```

`expect` is w, using the list of all modes.

```lean
/-- The expectation value `trace (rho y) / trace rho`, with `rho` the weight of all modes;
it is meant for `trace rho ≠ 0`. -/
def expect (a : Fin n → Matrix m m ℂ) (x : Fin n → ℝ) (y : Matrix m m ℂ) : ℂ :=
  Matrix.trace (weight a x (List.finRange n) * y) / Matrix.trace (weight a x (List.finRange n))
```

`fermiMatrix x` is g. The weights are real numbers, read as complex ones where they enter matrices.

```lean
/-- The diagonal matrix with entries `x_i / (1 + x_i)`, meant for `x_i ≠ -1`. -/
def fermiMatrix (x : Fin n → ℝ) : Matrix (Fin n) (Fin n) ℂ :=
  Matrix.diagonal fun i => (x i : ℂ) / (1 + (x i : ℂ))
```

The model has finitely many modes and no interaction beyond what a mean field could put into the x_i. The file starts from the product form of ρ; its identification with a matrix exponential rests on the short argument given earlier.

## The exchange rule

The first lemma is the adjoint of the relation `anti`.

```lean
variable {a : Fin n → Matrix m m ℂ}

/-- Creation operators anticommute. -/
theorem create_anticomm (h : IsCAR a) (i j : Fin n) :
    (a i)ᴴ * (a j)ᴴ + (a j)ᴴ * (a i)ᴴ = 0 := by
  have e := congrArg Matrix.conjTranspose (h.anti j i)
  simpa only [Matrix.conjTranspose_add, Matrix.conjTranspose_mul,
    Matrix.conjTranspose_zero] using e
```

Next comes the passage through one factor. The case split on `k = i` separates the two computations above: `hs` is (a_k†)² = 0, and `h1` is in turn n_k a_k† = a_k† and n_k a_i† = a_i† n_k.

```lean
/-- A creation operator passes through the factor of its own mode at the price of `x_i`, and
commutes with the factors of all other modes. -/
theorem modeFactor_create (h : IsCAR a) (x : Fin n → ℝ) (k i : Fin n) :
    modeFactor a x k * (a i)ᴴ =
      (if k = i then (x i : ℂ) else 1) • ((a i)ᴴ * modeFactor a x k) := by
  have hm := h.mixed k i
  have hc := create_anticomm h k i
  by_cases hk : k = i
  · subst hk
    rw [if_pos rfl] at hm ⊢
    -- Pauli principle: the same mode cannot be filled twice
    have hs : (a k)ᴴ * (a k)ᴴ = 0 := by
      have e : (a k)ᴴ * (a k)ᴴ =
          (1 / 2 : ℂ) • ((a k)ᴴ * (a k)ᴴ + (a k)ᴴ * (a k)ᴴ) := by module
      rw [e, hc, smul_zero]
    have h1 : (a k)ᴴ * a k * (a k)ᴴ = (a k)ᴴ := by
      linear_combination (norm := noncomm_ring) (a k)ᴴ * hm - hs * a k
    have h2 : (a k)ᴴ * ((a k)ᴴ * a k) = 0 := by rw [← mul_assoc, hs, zero_mul]
    simp only [modeFactor, add_mul, mul_add, one_mul, mul_one, smul_mul_assoc,
      mul_smul_comm, h1, h2, smul_zero, add_zero]
    module
  · rw [if_neg hk] at hm ⊢
    have h1 : (a k)ᴴ * a k * (a i)ᴴ = (a i)ᴴ * ((a k)ᴴ * a k) := by
      linear_combination (norm := noncomm_ring) (a k)ᴴ * hm - hc * a k
    simp only [modeFactor, add_mul, mul_add, one_mul, mul_one, smul_mul_assoc,
      mul_smul_comm, h1, one_smul]
```

Induction on the list extends this to any product of factors. A mode that occurs several times contributes a power of x_i; in the full list each occurs once.

```lean
/-- Moving a creation operator through the weight of a list of modes gives one factor `x_i`
for each occurrence of its mode in the list. -/
theorem weight_create (h : IsCAR a) (x : Fin n → ℝ) (i : Fin n) (l : List (Fin n)) :
    weight a x l * (a i)ᴴ = ((x i : ℂ) ^ l.count i) • ((a i)ᴴ * weight a x l) := by
  induction l with
  | nil => simp [weight]
  | cons k t ih =>
    simp only [weight, List.map_cons, List.prod_cons] at ih ⊢
    rw [mul_assoc, ih, mul_smul_comm, ← mul_assoc (modeFactor a x k),
      modeFactor_create h x k i, smul_mul_assoc, smul_smul, mul_assoc (a i)ᴴ, List.count_cons]
    by_cases hk : k = i
    · subst hk
      simp [pow_succ]
    · simp [hk]
```

The trace formula is an induction as well. `s1` is the equality of the filled and empty traces, `s2` says that the two parts add up to the remaining weight, and the last line combines them into the factor (1 + x_k)/2.

```lean
/-- The trace of the weight of a list of distinct modes is the matrix size times the product, over
the list, of `(1 + x_i) / 2`. -/
theorem trace_weight (h : IsCAR a) (x : Fin n → ℝ) (l : List (Fin n)) (hl : l.Nodup) :
    Matrix.trace (weight a x l) =
      (Fintype.card m : ℂ) * (l.map fun i => (1 + (x i : ℂ)) / 2).prod := by
  induction l with
  | nil => simp [weight]
  | cons k t ih =>
    obtain ⟨hk, ht⟩ := List.nodup_cons.mp hl
    have hc := weight_create h x k t
    rw [List.count_eq_zero.mpr hk, pow_zero, one_smul] at hc
    -- mode k is filled and empty with equal trace against the other modes
    have s1 : Matrix.trace ((a k)ᴴ * a k * weight a x t) =
        Matrix.trace (a k * (a k)ᴴ * weight a x t) := by
      rw [mul_assoc, Matrix.trace_mul_comm, mul_assoc, hc, ← mul_assoc]
    have s2 : a k * (a k)ᴴ * weight a x t + (a k)ᴴ * a k * weight a x t = weight a x t := by
      rw [← add_mul, h.mixed, if_pos rfl, one_mul]
    have s3 := congrArg Matrix.trace s2
    rw [Matrix.trace_add] at s3
    have e : weight a x (k :: t) =
        weight a x t + ((x k : ℂ) - 1) • ((a k)ᴴ * a k * weight a x t) := by
      simp only [weight, List.map_cons, List.prod_cons, modeFactor, add_mul, one_mul,
        smul_mul_assoc]
    rw [e, Matrix.trace_add, Matrix.trace_smul, smul_eq_mul]
    simp only [List.map_cons, List.prod_cons]
    linear_combination ((1 + (x k : ℂ)) / 2) * ih ht + (((x k : ℂ) - 1) / 2) * (s1 + s3)
```

The exchange rule then follows from `weight_create` and cyclicity, `Matrix.trace_mul_comm`.

```lean
/-- Inside an expectation value, a creation operator moves from the left end to the right end
at the price of `x_i`. -/
theorem expect_create_mul (h : IsCAR a) (x : Fin n → ℝ) (i : Fin n) (B : Matrix m m ℂ) :
    expect a x ((a i)ᴴ * B) = (x i : ℂ) * expect a x (B * (a i)ᴴ) := by
  have e := weight_create h x i (List.finRange n)
  rw [List.count_eq_one_of_mem (List.nodup_finRange n) (List.mem_finRange i), pow_one] at e
  have t : Matrix.trace (weight a x (List.finRange n) * ((a i)ᴴ * B)) =
      (x i : ℂ) * Matrix.trace (weight a x (List.finRange n) * (B * (a i)ᴴ)) := by
    rw [← mul_assoc, e, smul_mul_assoc, Matrix.trace_smul, smul_eq_mul,
      mul_assoc (a i)ᴴ, Matrix.trace_mul_comm (a i)ᴴ, mul_assoc]
  unfold expect
  rw [t, mul_div_assoc]
```

## The one- and two-particle density matrices

The hypothesis `[Nonempty m]` says d > 0, and `hx` says x_i ≥ 0. Together they give `hZ`, the nonvanishing of tr(ρ). The equation `e` is the exchange rule with B = a_k, solved separately for equal and different indices.

```lean
/-- For nonnegative `x_i` and matrices of nonzero size, the one-particle density matrix is
diagonal with entries `x_i / (1 + x_i)`. -/
theorem one_matrix [Nonempty m] (h : IsCAR a) {x : Fin n → ℝ} (hx : ∀ i, 0 ≤ x i)
    (i k : Fin n) : expect a x ((a i)ᴴ * a k) = fermiMatrix x i k := by
  have hx1 : ∀ i, 1 + (x i : ℂ) ≠ 0 := fun i => by
    exact_mod_cast (by linarith [hx i] : (0 : ℝ) < 1 + x i).ne'
  have hZ : Matrix.trace (weight a x (List.finRange n)) ≠ 0 := by
    rw [trace_weight h x _ (List.nodup_finRange n), ← Fin.prod_univ_def]
    exact mul_ne_zero (Nat.cast_ne_zero.mpr Fintype.card_ne_zero)
      (Finset.prod_ne_zero_iff.mpr fun i _ => div_ne_zero (hx1 i) two_ne_zero)
  have hone : expect a x 1 = 1 := by
    rw [expect, mul_one]
    exact div_self hZ
  have lin : ∀ A B, expect a x (A - B) = expect a x A - expect a x B := by
    intro A B
    simp only [expect, mul_sub, Matrix.trace_sub, sub_div]
  have e := expect_create_mul h x i (a k)
  rw [eq_sub_of_add_eq (h.mixed k i), lin] at e
  by_cases hk : i = k
  · subst hk
    rw [if_pos rfl, hone] at e
    rw [fermiMatrix, Matrix.diagonal_apply_eq, eq_div_iff (hx1 i)]
    linear_combination e
  · have hz : expect a x 0 = 0 := by simp [expect]
    rw [if_neg (Ne.symm hk), hz] at e
    rw [fermiMatrix, Matrix.diagonal_apply_ne _ hk]
    exact mul_right_cancel₀ (hx1 i) (by linear_combination e)
```

In the main theorem, `r` is the reordering of a_j† a_l a_k a_i†, first written with whole anticommutators and then simplified by `hm` and `create_anticomm`. `hg` is the relation g(i,k)(1 + x_i) = x_i δ_ik. The final lines cancel the common factor 1 + x_i. The theorem concerns four operators in the order shown; Wick's rule for longer strings is not proved here.

```lean
/-- Thermal Wick factorisation: for nonnegative `x_i` and matrices of nonzero size, the
two-particle density matrix is the antisymmetrised product of one-particle density matrices. -/
theorem two_matrix [Nonempty m] (h : IsCAR a) {x : Fin n → ℝ} (hx : ∀ i, 0 ≤ x i)
    (i j k l : Fin n) :
    expect a x ((a i)ᴴ * (a j)ᴴ * a l * a k) =
      fermiMatrix x i k * fermiMatrix x j l - fermiMatrix x i l * fermiMatrix x j k := by
  have hx1 : 1 + (x i : ℂ) ≠ 0 := by
    exact_mod_cast (by linarith [hx i] : (0 : ℝ) < 1 + x i).ne'
  have hm : ∀ k, a k * (a i)ᴴ + (a i)ᴴ * a k =
      (if i = k then (1 : ℂ) else 0) • (1 : Matrix m m ℂ) := by
    intro k
    rw [h.mixed]
    by_cases hk : i = k
    · simp [hk]
    · simp [hk, Ne.symm hk]
  have hg : ∀ k, fermiMatrix x i k * (1 + (x i : ℂ)) =
      (x i : ℂ) * (if i = k then (1 : ℂ) else 0) := by
    intro k
    by_cases hk : i = k
    · subst hk
      rw [fermiMatrix, Matrix.diagonal_apply_eq, if_pos rfl, mul_one]
      exact div_mul_cancel₀ _ hx1
    · rw [fermiMatrix, Matrix.diagonal_apply_ne _ hk, if_neg hk, zero_mul, mul_zero]
  -- bring the creation operator back to the left, collecting the contractions
  have r : (a j)ᴴ * (a l * a k) * (a i)ᴴ =
      (a j)ᴴ * a l * (a k * (a i)ᴴ + (a i)ᴴ * a k)
        - (a j)ᴴ * (a l * (a i)ᴴ + (a i)ᴴ * a l) * a k
        + ((a j)ᴴ * (a i)ᴴ + (a i)ᴴ * (a j)ᴴ) * (a l * a k)
        - (a i)ᴴ * ((a j)ᴴ * (a l * a k)) := by noncomm_ring
  rw [hm k, hm l, create_anticomm h j i] at r
  simp only [mul_smul_comm, smul_mul_assoc, mul_one, zero_mul, add_zero] at r
  have lin : ∀ (c d : ℂ) (A B C : Matrix m m ℂ), expect a x (c • A - d • B - C) =
      c * expect a x A - d * expect a x B - expect a x C := by
    intro c d A B C
    simp only [expect, mul_sub, mul_smul_comm, Matrix.trace_sub, Matrix.trace_smul, smul_eq_mul]
    ring
  have e := expect_create_mul h x i ((a j)ᴴ * (a l * a k))
  rw [r, lin, one_matrix h hx, one_matrix h hx] at e
  have p : (a i)ᴴ * (a j)ᴴ * a l * a k = (a i)ᴴ * ((a j)ᴴ * (a l * a k)) := by
    simp only [mul_assoc]
  rw [p]
  apply mul_right_cancel₀ hx1
  linear_combination e - fermiMatrix x j l * hg k + fermiMatrix x j k * hg l
```

Setting l = j and summing over j gives (tr g) g − g². For a state with exactly N particles the same sum is (N − 1) g; here the particle number may fluctuate.

```lean
/-- For nonnegative `x_i` and matrices of nonzero size, summing the two-particle density matrix
over one particle gives `(trace g) g - g ^ 2`, with `g` the one-particle density matrix. -/
theorem two_matrix_contraction [Nonempty m] (h : IsCAR a) {x : Fin n → ℝ}
    (hx : ∀ i, 0 ≤ x i) (i k : Fin n) :
    ∑ j, expect a x ((a i)ᴴ * (a j)ᴴ * a j * a k) =
      (Matrix.trace (fermiMatrix x) • fermiMatrix x - fermiMatrix x ^ 2) i k := by
  simp only [two_matrix h hx, Finset.sum_sub_distrib, ← Finset.mul_sum]
  rw [Matrix.sub_apply, Matrix.smul_apply, smul_eq_mul, pow_two, Matrix.mul_apply, mul_comm]
  rfl
```

Inserting Boltzmann factors into the diagonal of the one-matrix gives the Fermi–Dirac occupation 1/(exp(β(ε_i − μ)) + 1).

```lean
/-- For matrices of nonzero size and `x_i = exp (-β (ε_i - μ))`, the mean occupation of mode `i`
is the Fermi-Dirac function. -/
theorem fermi_dirac [Nonempty m] (h : IsCAR a) (β μ : ℝ) (ε : Fin n → ℝ) (i : Fin n) :
    expect a (fun i => Real.exp (-(β * (ε i - μ)))) ((a i)ᴴ * a i) =
      ((1 / (Real.exp (β * (ε i - μ)) + 1) : ℝ) : ℂ) := by
  have key := one_matrix (x := fun i => Real.exp (-(β * (ε i - μ)))) h
    (fun i => (Real.exp_pos _).le) i i
  rw [key, fermiMatrix, Matrix.diagonal_apply_eq]
  have r : Real.exp (-(β * (ε i - μ))) / (1 + Real.exp (-(β * (ε i - μ)))) =
      1 / (Real.exp (β * (ε i - μ)) + 1) := by
    have q : Real.exp (-(β * (ε i - μ))) * Real.exp (β * (ε i - μ)) = 1 := by
      rw [← Real.exp_add, neg_add_cancel, Real.exp_zero]
    rw [div_eq_div_iff (by positivity) (by positivity)]
    linear_combination q
  exact_mod_cast r
```

## Two modes on four states

In the basis |00⟩, |01⟩, |10⟩, |11⟩ of occupations of modes 0 and 1, the following matrices are the annihilation operators. The entry −1 supplies the sign that was missing in the commuting example above: with +1 in its place, the operators of different modes would commute.

```lean
/-- Annihilation matrices of two fermionic modes on a four-dimensional space. -/
def twoModes : Fin 2 → Matrix (Fin 4) (Fin 4) ℂ :=
  ![!![0, 0, 1, 0; 0, 0, 0, 1; 0, 0, 0, 0; 0, 0, 0, 0],
    !![0, 1, 0, 0; 0, 0, 0, 0; 0, 0, 0, -1; 0, 0, 0, 0]]
```

The relations are checked entry by entry, so `IsCAR` is satisfied by an actual pair of fermion modes.

```lean
/-- The matrices `twoModes` satisfy the canonical anticommutation relations. -/
theorem isCAR_witness : IsCAR twoModes := by
  -- write the products entrywise before inserting the explicit matrices
  constructor <;> intro i j <;> ext r s <;>
    simp only [Matrix.add_apply, Matrix.mul_apply, Matrix.conjTranspose_apply,
      Fin.sum_univ_four] <;>
    fin_cases i <;> fin_cases j <;> fin_cases r <;> fin_cases s <;> simp [twoModes]

end

end ThermalWick
```

```lean
#print axioms ThermalWick.two_matrix
#print axioms ThermalWick.two_matrix_contraction
#print axioms ThermalWick.fermi_dirac
```

```
'ThermalWick.two_matrix' depends on axioms: [propext, Classical.choice, Quot.sound]
'ThermalWick.two_matrix_contraction' depends on axioms: [propext, Classical.choice, Quot.sound]
'ThermalWick.fermi_dirac' depends on axioms: [propext, Classical.choice, Quot.sound]
```
